# Seniority pairing energies of fermions in W degenerate pair levels

## Two pair levels

Take two levels \(k=1,2\), each with a mode \(k\) and a partner \(\bar k\). Let \(a^*(m)\) create and \(a(m)\) annihilate a fermion in mode \(m\), and let \(|0\rangle\) be the vacuum. The operator \(b_k^*=a^*(k)a^*(\bar k)\) fills level \(k\) with a pair. Set

\[
P_+=b_1^*+b_2^*,\qquad P_-=a(\bar 1)a(1)+a(\bar 2)a(2).
\]

One pair can be removed from either level, so \(P_-P_+|0\rangle=2|0\rangle\). For two pairs, the Pauli principle gives \((b_k^*)^2=0\), hence \((P_+)^2|0\rangle=2b_1^*b_2^*|0\rangle\) and

\[
P_-(P_+)^2|0\rangle=2(b_2^*+b_1^*)|0\rangle=2P_+|0\rangle .
\]

Thus \(P_+P_-\) has eigenvalue 2 on both \(P_+|0\rangle\) and \((P_+)^2|0\rangle\). Bosonic pairs with \([P_-,P_+]=2\) would give 2 and 4. The difference is Pauli blocking: each pair already present reduces the room for the next.

## The pairing ladder for W levels

For \(W\) levels let

\[
P_+=\sum_k a^*(k)a^*(\bar k),\qquad P_-=\sum_k a(\bar k)a(k),\qquad N=\sum_m a^*(m)a(m),
\]

where \(m\) runs over all \(2W\) modes. If a state \(v\) satisfies \(P_-v=0\) and \(Nv=sv\), then for every natural number \(r\)

\[
P_+P_-(P_+)^r v=r(W-s-r+1)(P_+)^r v .
\]

The condition \(P_-v=0\) says that the collective pair operator can remove nothing from \(v\). The number \(s\) is the seniority. It need not count singly occupied levels: for \(W=2\), the state \((b_1^*-b_2^*)|0\rangle\) satisfies \(P_-v=0\) with \(s=2\), although its particles sit in doubly occupied levels.

For the Hamiltonian \(-G\,P_+P_-\) with coupling strength \(G\), the formula gives interacting many-fermion energies against which approximate pairing methods can be tested, within a model of degenerate levels and a single coupling constant.

## Pauli blocking as a commutator

The anticommutation relations are

\[
\{a(i),a(j)\}=0,\quad \{a^*(i),a^*(j)\}=0,\quad \{a(i),a^*(j)\}=\delta_{ij}.
\]

Write \(n_m=a^*(m)a(m)\). For \(k\ne l\), all operators of pair \(k\) anticommute with those of pair \(l\). Moving two operators past two others produces four signs, so the pair operators commute. For the same level,

\[
\begin{aligned}
a(\bar k)a(k)a^*(k)a^*(\bar k)&=a(\bar k)(1-n_k)a^*(\bar k)=(1-n_k)(1-n_{\bar k}),\\
a^*(k)a^*(\bar k)a(\bar k)a(k)&=a^*(k)n_{\bar k}a(k)=n_kn_{\bar k}.
\end{aligned}
\]

The difference is \(1-n_k-n_{\bar k}\). Summing over levels gives

\[
[P_-,P_+]=W-N .
\]

For the particle number,

\[
\begin{aligned}
[n_m,a^*(l)]&=a^*(m)\bigl(\delta_{ml}-a^*(l)a(m)\bigr)-a^*(l)a^*(m)a(m)\\
&=\delta_{ml}a^*(m)-\{a^*(m),a^*(l)\}a(m)=\delta_{ml}a^*(m).
\end{aligned}
\]

Hence \([N,a^*(l)]=a^*(l)\). The product rule for commutators then gives \([N,P_+]=2P_+\).

## Climbing and descending the ladder

If \(N(P_+)^rv=(s+2r)(P_+)^rv\), then

\[
N(P_+)^{r+1}v=P_+N(P_+)^rv+2(P_+)^{r+1}v=(s+2r+2)(P_+)^{r+1}v .
\]

Since the case \(r=0\) is the hypothesis, the particle number is \(s+2r\) for all \(r\). Moving \(P_-\) past one factor \(P_+\) now gives

\[
P_-(P_+)^{r+1}v=P_+P_-(P_+)^rv+(W-s-2r)(P_+)^rv .
\]

At \(r=0\) the first term on the right vanishes. Repeating the step adds up the coefficients:

\[
\sum_{q=0}^{r}(W-s-2q)=(r+1)(W-s)-r(r+1)=(r+1)(W-s-r).
\]

Therefore

\[
P_-(P_+)^{r+1}v=(r+1)(W-s-r)(P_+)^rv .
\]

Applying \(P_+\) and renaming \(r+1\) as \(r\) gives the eigenvalue formula for \(r\ge1\). For \(r=0\) both sides are zero.

With \(n=s+2r\) particles, \(r=(n-s)/2\) and \(W-s-r+1=(2W-s-n+2)/2\), so the energy is

\[
E=-\frac G4(n-s)(2W-s-n+2).
\]

An eigenvector must also be non-zero. Let \(v\ne0\), let \(s\) be a natural number and suppose \(r+1+s\le W\). If \((P_+)^{r+1}v\) were zero, the descending formula would give \((r+1)(W-s-r)(P_+)^rv=0\). The coefficient is positive, so \((P_+)^rv\) would vanish too. By induction, \((P_+)^rv\ne0\) whenever \(r+s\le W\).

The vectors \((P_+)^rv\) are unnormalised, which leaves the eigenvalues unchanged. In a Hilbert space with \(P_-=(P_+)^\dagger\), the matrix element of \(P_-\) between normalised neighbours in this range is \(\sqrt{(r+1)(W-s-r)}\).

## Operators, states and hypotheses in Lean

The finite type `ι` labels the levels, and \(W\) is `Fintype.card ι`. Modes have type `ι × Bool`, with \(k\) written `(k, true)` and \(\bar k\) written `(k, false)`. The families `a` and `ad` hold the annihilation and creation operators, and `IsCAR a ad` states their three anticommutation relations. The definitions `pairCreate`, `pairAnnihilate` and `number` are \(P_+\), \(P_-\) and \(N\). Any relative phases between pairs are taken to be absorbed into the modes.

States belong to a complex vector space `V`, and operators are its linear maps, `Module.End ℂ V`. No inner product is assumed, so `ad` need not be the adjoint of `a`, and `V` may have infinite dimension. In `seniority_pairing`, `hP` and `hN` are the two conditions on `v`, and `s` may be any complex number. Only `ladder_ne_zero` takes `s` to be natural.

The Hamiltonian has no level splitting and couples all pairs equally. The theorems describe the ladder above a given `v`; they neither count the possible starting states nor show that the ladders span `V`.

A concrete model is the exterior algebra `Fock`, written as a Clifford algebra with zero quadratic form. Creation multiplies by a basis vector, annihilation contracts with a coordinate, and the unit is the vacuum.

```lean
import Mathlib

open Finset

namespace SeniorityPairing

noncomputable section

/-- The canonical anticommutation relations for annihilation operators `a` and
creation operators `ad`, labelled by modes. -/
structure IsCAR {κ A : Type*} [DecidableEq κ] [Ring A] (a ad : κ → A) : Prop where
  annihilate : ∀ i j, a i * a j + a j * a i = 0
  create : ∀ i j, ad i * ad j + ad j * ad i = 0
  mixed : ∀ i j, a i * ad j + ad j * a i = if i = j then 1 else 0

variable {ι κ A V : Type*} [Fintype ι] [DecidableEq ι] [Fintype κ] [DecidableEq κ]
  [Ring A] [AddCommGroup V] [Module ℂ V]

/-- The pair creation operator `P+`, a sum over pairs of modes `(k, true)`, `(k, false)`. -/
def pairCreate (ad : ι × Bool → A) : A := ∑ k, ad (k, true) * ad (k, false)

/-- The pair annihilation operator `P-`, with the two modes of each pair in reversed order. -/
def pairAnnihilate (a : ι × Bool → A) : A := ∑ k, a (k, false) * a (k, true)

/-- The particle number operator `N`, summed over all modes. -/
def number (a ad : κ → A) : A := ∑ m, ad m * a m

/-- The pairing Hamiltonian `-G P+ P-` with coupling strength `G`. -/
def pairingHamiltonian (G : ℝ) (a ad : ι × Bool → Module.End ℂ V) : Module.End ℂ V :=
  (-(G : ℂ)) • (pairCreate ad * pairAnnihilate a)

/-- For operators obeying the anticommutation relations, a creation operator raises the
particle number by one: `[N, a*(l)] = a*(l)`. -/
theorem number_create {a ad : κ → A} (h : IsCAR a ad) (l : κ) :
    number a ad * ad l - ad l * number a ad = ad l := by
  have e : ∀ m, ad m * a m * ad l - ad l * (ad m * a m)
      = ad m * (if m = l then 1 else 0) := by
    intro m
    rw [← h.mixed m l]
    linear_combination (norm := noncomm_ring) -(h.create m l * a m)
  rw [number, sum_mul, mul_sum, ← sum_sub_distrib, sum_congr rfl fun m _ => e m]
  simp

/-- For operators obeying the anticommutation relations, `P+` raises the particle number
by two: `[N, P+] = 2 P+`. -/
theorem number_pairCreate {a ad : ι × Bool → A} (h : IsCAR a ad) :
    number a ad * pairCreate ad - pairCreate ad * number a ad = 2 * pairCreate ad := by
  rw [pairCreate, mul_sum, sum_mul, ← sum_sub_distrib, mul_sum]
  refine sum_congr rfl fun k _ => ?_
  linear_combination (norm := noncomm_ring)
    number_create h (k, true) * ad (k, false) + ad (k, true) * number_create h (k, false)

/-- For operators obeying the anticommutation relations, `[P-, P+] = W - N`, where `W` is
the number of pairs of modes. -/
theorem pair_commutator {a ad : ι × Bool → A} (h : IsCAR a ad) :
    pairAnnihilate a * pairCreate ad - pairCreate ad * pairAnnihilate a
      = (Fintype.card ι : A) - number a ad := by
  -- the commutator of two single pairs vanishes unless the pairs coincide
  have key : ∀ k l, a (k, false) * a (k, true) * (ad (l, true) * ad (l, false))
      - ad (l, true) * ad (l, false) * (a (k, false) * a (k, true))
      = if k = l then 1 - (ad (k, true) * a (k, true) + ad (k, false) * a (k, false))
        else 0 := by
    intro k l
    have h11 : a (k, false) * ad (l, true) + ad (l, true) * a (k, false) = 0 := by
      rw [h.mixed]; simp
    have h22 : a (k, true) * ad (l, false) + ad (l, false) * a (k, true) = 0 := by
      rw [h.mixed]; simp
    have h21 : a (k, true) * ad (l, true) + ad (l, true) * a (k, true)
        = if k = l then 1 else 0 := by
      rw [h.mixed]; simp
    have h12 : a (k, false) * ad (l, false) + ad (l, false) * a (k, false)
        = if k = l then 1 else 0 := by
      rw [h.mixed]; simp
    rcases eq_or_ne k l with rfl | hkl
    · rw [if_pos rfl] at h21 h12 ⊢
      linear_combination (norm := noncomm_ring)
        a (k, false) * h21 * ad (k, false) - a (k, false) * ad (k, true) * h22
        + h11 * ad (k, false) * a (k, true) - ad (k, true) * h12 * a (k, true) + h12
    · rw [if_neg hkl] at h21 h12 ⊢
      linear_combination (norm := noncomm_ring)
        a (k, false) * h21 * ad (l, false) - a (k, false) * ad (l, true) * h22
        + h11 * ad (l, false) * a (k, true) - ad (l, true) * h12 * a (k, true)
  calc _ = ∑ k, ∑ l, (a (k, false) * a (k, true) * (ad (l, true) * ad (l, false))
      - ad (l, true) * ad (l, false) * (a (k, false) * a (k, true))) := by
        simp only [pairAnnihilate, pairCreate, sum_mul_sum, sum_sub_distrib]
        congr 1
        exact sum_comm
    _ = ∑ k, (1 - (ad (k, true) * a (k, true) + ad (k, false) * a (k, false))) := by
        refine sum_congr rfl fun k _ => ?_
        rw [sum_congr rfl fun l _ => key k l]
        simp
    _ = _ := by
        rw [sum_sub_distrib, number, Fintype.sum_prod_type]
        simp

variable {a ad : ι × Bool → Module.End ℂ V} {v : V} {s : ℂ}

/-- For operators obeying the anticommutation relations, if `N v = s v`, then
`N (P+)^r v = (s + 2r) (P+)^r v` for every natural `r`. -/
theorem number_ladder (h : IsCAR a ad) (hN : number a ad v = s • v) (r : ℕ) :
    number a ad ((pairCreate ad ^ r) v) = (s + 2 * r) • (pairCreate ad ^ r) v := by
  induction r with
  | zero => simpa using hN
  | succ r ih =>
    have c := LinearMap.congr_fun (number_pairCreate h) ((pairCreate ad ^ r) v)
    simp only [two_mul, LinearMap.sub_apply, LinearMap.add_apply, Module.End.mul_apply,
      ih, map_smul] at c
    rw [pow_succ', Module.End.mul_apply]
    push_cast
    linear_combination (norm := module) c

/-- For operators obeying the anticommutation relations, if `P- v = 0` and `N v = s v`, then `P-`
takes the state with `r + 1` added pairs to `(r + 1)(W - s - r)` times the state with `r` added
pairs. -/
theorem pairAnnihilate_ladder (h : IsCAR a ad) (hP : pairAnnihilate a v = 0)
    (hN : number a ad v = s • v) (r : ℕ) :
    pairAnnihilate a ((pairCreate ad ^ (r + 1)) v)
      = (((r : ℂ) + 1) * (Fintype.card ι - s - r)) • (pairCreate ad ^ r) v := by
  -- move `P-` past one factor `P+`
  have c : ∀ r : ℕ, pairAnnihilate a ((pairCreate ad ^ (r + 1)) v)
      = pairCreate ad (pairAnnihilate a ((pairCreate ad ^ r) v))
        + ((Fintype.card ι : ℂ) - s - 2 * r) • (pairCreate ad ^ r) v := by
    intro r
    have e := LinearMap.congr_fun (pair_commutator h) ((pairCreate ad ^ r) v)
    simp only [LinearMap.sub_apply, Module.End.mul_apply, number_ladder h hN r,
      Module.End.natCast_apply, ← Nat.cast_smul_eq_nsmul ℂ] at e
    rw [pow_succ', Module.End.mul_apply]
    linear_combination (norm := module) e
  induction r with
  | zero => rw [c 0]; simp [hP]
  | succ r ih =>
    rw [c (r + 1), ih, map_smul, pow_succ' (pairCreate ad) r, Module.End.mul_apply]
    push_cast
    module

/-- Seniority pairing formula: for operators obeying the anticommutation relations, if `P- v = 0`
and `N v = s v`, then `P+ P- (P+)^r v = r (W - s - r + 1) (P+)^r v` for every natural `r`. -/
theorem seniority_pairing (h : IsCAR a ad) (hP : pairAnnihilate a v = 0)
    (hN : number a ad v = s • v) (r : ℕ) :
    (pairCreate ad * pairAnnihilate a) ((pairCreate ad ^ r) v)
      = ((r : ℂ) * (Fintype.card ι - s - r + 1)) • (pairCreate ad ^ r) v := by
  cases r with
  | zero => simp [hP]
  | succ r =>
    rw [Module.End.mul_apply, pairAnnihilate_ladder h hP hN, map_smul,
      ← Module.End.mul_apply, ← pow_succ']
    push_cast
    module

/-- For operators obeying the anticommutation relations, if `P- v = 0` and `N v = s v`, the pairing
Hamiltonian acts on the state with `r` added pairs and `n = s + 2r` particles as
`-(G/4)(n - s)(2W - s - n + 2)`. -/
theorem pairing_energy (G : ℝ) (h : IsCAR a ad) (hP : pairAnnihilate a v = 0)
    (hN : number a ad v = s • v) (r : ℕ) {n : ℂ} (hn : n = s + 2 * r) :
    pairingHamiltonian G a ad ((pairCreate ad ^ r) v)
      = (-(G / 4 : ℂ) * (n - s) * (2 * Fintype.card ι - s - n + 2))
        • (pairCreate ad ^ r) v := by
  rw [pairingHamiltonian, LinearMap.smul_apply, seniority_pairing h hP hN, smul_smul, hn]
  congr 1
  ring

/-- For operators obeying the anticommutation relations, if `v` is non-zero with `P- v = 0` and
`N v = s v` for a natural number `s`, then `(P+)^r v` is non-zero as long as `r + s ≤ W`. -/
theorem ladder_ne_zero {s : ℕ} (h : IsCAR a ad) (hP : pairAnnihilate a v = 0)
    (hN : number a ad v = (s : ℂ) • v) (hv : v ≠ 0) (r : ℕ)
    (hr : r + s ≤ Fintype.card ι) : (pairCreate ad ^ r) v ≠ 0 := by
  induction r with
  | zero => simpa using hv
  | succ r ih =>
    intro h0
    have e := pairAnnihilate_ladder h hP hN r
    rw [h0, map_zero] at e
    rcases smul_eq_zero.mp e.symm with h1 | h1
    · rcases mul_eq_zero.mp h1 with h2 | h2
      · exact Nat.cast_add_one_ne_zero r h2
      · have h3 : (Fintype.card ι : ℂ) = ((r + s : ℕ) : ℂ) := by
          push_cast
          linear_combination h2
        have h4 : Fintype.card ι = r + s := Nat.cast_injective h3
        omega
    · exact ih (by omega) h1

/-- The exterior algebra over the modes, written as the Clifford algebra of the zero form. -/
abbrev Fock (κ : Type*) := CliffordAlgebra (0 : QuadraticForm ℂ (κ → ℂ))

/-- Creation on the exterior algebra: left multiplication by the basis vector of a mode. -/
def fockCreate (m : κ) : Module.End ℂ (Fock κ) :=
  LinearMap.mulLeft ℂ (CliffordAlgebra.ι (0 : QuadraticForm ℂ (κ → ℂ)) (Pi.single m 1))

/-- Annihilation on the exterior algebra: contraction with the coordinate of a mode. -/
def fockAnnihilate (m : κ) : Module.End ℂ (Fock κ) :=
  CliffordAlgebra.contractLeft (LinearMap.proj m : (κ → ℂ) →ₗ[ℂ] ℂ)

omit [Fintype κ] in
/-- Creation and annihilation on the exterior algebra obey the canonical anticommutation
relations, for any set of modes. -/
theorem fock_witness : IsCAR (fockAnnihilate (κ := κ)) fockCreate where
  annihilate i j := by
    refine LinearMap.ext fun x => ?_
    simp only [LinearMap.add_apply, Module.End.mul_apply, fockAnnihilate,
      LinearMap.zero_apply]
    rw [CliffordAlgebra.contractLeft_comm, neg_add_cancel]
  create i j := by
    refine LinearMap.ext fun x => ?_
    simp only [LinearMap.add_apply, Module.End.mul_apply, fockCreate,
      LinearMap.mulLeft_apply, LinearMap.zero_apply]
    rw [← mul_assoc, ← mul_assoc, ← add_mul, CliffordAlgebra.ι_mul_ι_add_swap]
    simp [QuadraticMap.polar]
  mixed i j := by
    refine LinearMap.ext fun x => ?_
    simp only [LinearMap.add_apply, Module.End.mul_apply, fockCreate, fockAnnihilate,
      LinearMap.mulLeft_apply]
    rw [CliffordAlgebra.contractLeft_ι_mul, sub_add_cancel]
    rcases eq_or_ne i j with rfl | hij
    · simp
    · simp [hij]

/-- The unit of the exterior algebra is a non-zero state with `P- v = 0` and `N v = 0`. -/
theorem vacuum_witness :
    (1 : Fock (ι × Bool)) ≠ 0 ∧
    pairAnnihilate (fockAnnihilate (κ := ι × Bool)) 1 = 0 ∧
    number (fockAnnihilate (κ := ι × Bool)) fockCreate 1 = (0 : ℂ) • 1 := by
  refine ⟨fun h => ?_, ?_, ?_⟩
  · -- the algebra map to `ℂ` that kills all modes separates `1` from `0`
    have e := congrArg (CliffordAlgebra.lift (0 : QuadraticForm ℂ (ι × Bool → ℂ))
      ⟨(0 : (ι × Bool → ℂ) →ₗ[ℂ] ℂ), fun m => by simp⟩) h
    rw [map_one, map_zero] at e
    exact one_ne_zero e
  · simp [pairAnnihilate, fockAnnihilate, LinearMap.sum_apply,
      CliffordAlgebra.contractLeft_one]
  · simp [number, fockAnnihilate, LinearMap.sum_apply, CliffordAlgebra.contractLeft_one]

end

end SeniorityPairing
```

```lean
#print axioms SeniorityPairing.seniority_pairing
-- 'SeniorityPairing.seniority_pairing' depends on axioms: [propext, Classical.choice, Quot.sound]
#print axioms SeniorityPairing.pairing_energy
-- 'SeniorityPairing.pairing_energy' depends on axioms: [propext, Classical.choice, Quot.sound]
#print axioms SeniorityPairing.ladder_ne_zero
-- 'SeniorityPairing.ladder_ne_zero' depends on axioms: [propext, Classical.choice, Quot.sound]
```

## From operator identities to eigenvectors

`number_create` computes \([n_m,a^*(l)]\) mode by mode and sums the result. `number_pairCreate` applies it to both factors of each pair, as in the product rule. In these proofs, `linear_combination (norm := noncomm_ring)` adds known relations, multiplied by operators on the left or right, and checks the identity without changing the order of factors.

In `pair_commutator`, the statement `key` is the commutator of two single pairs. The relations `h11`, `h22`, `h21` and `h12` move the operators past each other one at a time, and `rcases` separates equal from different levels. The `calc` block expands the product of sums, removes the terms with different levels and recognises \(W-N\).

`number_ladder` and `pairAnnihilate_ladder` apply these identities to a vector through `LinearMap.congr_fun`. The first is the induction for \(s+2r\). In the second, the auxiliary statement `c` moves \(P_-\) past one \(P_+\), and induction collects the coefficients. The tactic `module` checks the resulting linear combinations of vectors.

`seniority_pairing` treats \(r=0\) separately and otherwise applies \(P_+\) to the descending formula. `pairing_energy` substitutes \(n=s+2r\) and leaves the algebra to `ring`. `ladder_ne_zero` follows the argument by contradiction: `smul_eq_zero` says that either the coefficient or the lower state vanishes, and both are excluded.

For the exterior algebra, `fock_witness` obtains the mixed relation from the rule for contracting a product whose first factor is a vector. The other two relations come from the antisymmetry of contractions and of vector multiplication. `vacuum_witness` shows that the unit is non-zero by an algebra map to `ℂ` that sends every mode to zero and the unit to one. Contraction annihilates the unit, which gives \(P_-v=0\) and \(s=0\).
